# The Fries bound: with each bond in at most two hexagonal faces, at most n/3 faces of a Kekulé structure on n atoms carry three double bonds

## One ring on a sphere

Draw a ring of six carbon atoms on a sphere, with alternating single and double bonds. The ring cuts the sphere into two hexagonal faces, and both have the same six bonds as their boundary. Each face contains all three double bonds, so there are two such faces on six atoms, exactly one third.

The count works because each face needs three double bonds, while each double bond can serve only two faces. Three double bonds therefore offer six places, and two faces use them all. If only one of the two faces is counted, three places stay empty and the bound is strict.

## Double bonds and sextets

A Kekulé structure gives each of the \(n\) atoms exactly one double bond. Write \(p(v)\) for the partner of atom \(v\), so that \(p(p(v))=v\), and \(D\) for the set of double bonds \(\{v,p(v)\}\). Let \(B_i\) be the set of six bonds around the hexagonal face \(i\). A face is called a sextet here if \(|D\cap B_i|=3\). Sextets may share bonds and atoms, unlike the disjoint sextets of Clar's picture.

Let \(S\) be the set of sextets and \(h=|S|\). For a double bond \(e\), let \(m(e)\) be the number of sextets that contain it. If every bond lies in at most two of the given faces, then

\[
3h\le n,\qquad\text{and}\qquad 3h=n \iff m(e)=2 \text{ for every } e\in D .
\]

The condition on the faces stands for a fact about closed surfaces: a bond has one face on each side. It says "at most two" because some neighbouring faces may be pentagons or other rings, which are not in the family.

The bound limits how well a Kekulé structure can score when structures are ranked by their number of sextets, a purely combinatorial criterion that contains no energies.

## Counting the places

**Atoms and double bonds.** Take any set \(T\subseteq D\) and a bond \(\{w,p(w)\}\) in it. An atom \(v\) has this as its double bond exactly when \(v=w\) or \(v=p(w)\). These two atoms are distinct, since no atom is bonded to itself. Hence \(T\) covers \(2|T|\) atoms, and \(T=D\) gives \(n=2|D|\).

**Three is the maximum in a hexagon.** For \(T=D\cap B_i\), all covered atoms lie on the ring. So \(2|T|\le 6\) and \(|T|\le 3\).

**Two ways to count.** Count the pairs of a double bond and a sextet containing it, first by bonds and then by sextets:

\[
\sum_{e\in D} m(e)=\sum_{i\in S}|D\cap B_i|=3h .
\]

**Bound and equality.** Since \(n=2|D|\),

\[
n-3h=\sum_{e\in D}\bigl(2-m(e)\bigr).
\]

Each term is non-negative because \(m(e)\le 2\), so \(3h\le n\). The sum vanishes exactly when every term does.

**Divisibility.** If \(3h=n\), then \(n\) is divisible by 3. It is also even, because \(n=2|D|\), so 6 divides \(n\).

## Three faces on one bond

Without the limit of two faces per bond the bound can fail. List the six-membered ring of the opening three times as a face. Every bond now lies in three faces and all three are sextets, so \(3h=9\) while \(n=6\).

## The statement in Lean

The molecule is a `SimpleGraph` on a finite type `V` of atoms. `Kekule` holds the partner function, its involution property and the fact that partners are bonded. `Hexagon` is an injective list of six atoms indexed by `Fin 6`, where `i + 1` is cyclic and closes the ring. Bonds are unordered pairs, of type `Sym2 V`.

The faces form a family `F : ι → Hexagon G`, so the same ring may occur more than once, as on the sphere above. The hypothesis `hF` is the limit of two faces per bond. It ranges over all pairs of atoms, but pairs that are not bonds lie in no hexagon.

Planarity, valence and the Euler relation play no part: any family of six-membered rings that satisfies `hF` is allowed. The Kekulé structure is given, and the theorem does not say which molecules have one that reaches equality.

```lean
import Mathlib

open Finset

namespace FriesBound

variable {V ι : Type*} [Fintype V] [DecidableEq V] [Fintype ι] {G : SimpleGraph V}

/-- A Kekulé structure: every atom has one bonded partner with which it shares a double bond. -/
structure Kekule {V : Type*} (G : SimpleGraph V) where
  /-- The atom at the other end of the double bond. -/
  partner : V → V
  invol : ∀ v, partner (partner v) = v
  bonded : ∀ v, G.Adj v (partner v)

/-- A hexagonal ring: six distinct atoms, each bonded to the next in cyclic order. -/
structure Hexagon {V : Type*} (G : SimpleGraph V) where
  /-- The atoms in cyclic order. -/
  atom : Fin 6 → V
  inj : Function.Injective atom
  bonded : ∀ i, G.Adj (atom i) (atom (i + 1))

/-- The set of double bonds of a Kekulé structure. -/
def Kekule.doubleBonds (K : Kekule G) : Finset (Sym2 V) :=
  univ.image fun v => s(v, K.partner v)

/-- The bonds around a hexagonal ring. -/
def Hexagon.bonds {V : Type*} [DecidableEq V] {G : SimpleGraph V} (h : Hexagon G) :
    Finset (Sym2 V) :=
  univ.image fun i => s(h.atom i, h.atom (i + 1))

/-- The faces that contain exactly three double bonds. -/
def sextets (K : Kekule G) (F : ι → Hexagon G) : Finset ι :=
  univ.filter fun i => #(K.doubleBonds ∩ (F i).bonds) = 3

/-- Any set of double bonds covers exactly twice as many atoms as it has bonds. -/
theorem card_atoms_of_bonds (K : Kekule G) (T : Finset (Sym2 V)) (hT : T ⊆ K.doubleBonds) :
    #(univ.filter fun v => s(v, K.partner v) ∈ T) = 2 * T.card := by
  -- sort the covered atoms by the double bond they belong to
  rw [Finset.card_eq_sum_card_fiberwise (f := fun v => s(v, K.partner v)) (t := T)
    (by intro v hv; simpa using hv)]
  refine (Finset.sum_const_nat ?_).trans (mul_comm _ _)
  intro e he
  obtain ⟨w, -, rfl⟩ := Finset.mem_image.mp (hT he)
  -- the atoms of one double bond are its two ends
  rw [Finset.card_eq_two]
  refine ⟨w, K.partner w, (K.bonded w).ne, ?_⟩
  ext v
  simp only [Finset.mem_filter, Finset.mem_univ, true_and, Finset.mem_insert,
    Finset.mem_singleton]
  constructor
  · rintro ⟨-, h⟩
    rcases Sym2.eq_iff.mp h with h | h
    · exact Or.inl h.1
    · exact Or.inr h.1
  · rintro (rfl | rfl)
    · exact ⟨he, rfl⟩
    · have hw : s(K.partner w, K.partner (K.partner w)) = s(w, K.partner w) := by
        rw [K.invol w]
        exact Sym2.eq_swap
      exact ⟨by rw [hw]; exact he, hw⟩

/-- The number of atoms is twice the number of double bonds. -/
theorem two_mul_card_doubleBonds (K : Kekule G) :
    2 * K.doubleBonds.card = Fintype.card V := by
  rw [← card_atoms_of_bonds K K.doubleBonds (Finset.Subset.refl _),
    Finset.filter_true_of_mem, Finset.card_univ]
  intro v _
  exact Finset.mem_image_of_mem _ (Finset.mem_univ v)

/-- A hexagonal ring contains at most three double bonds of a Kekulé structure. -/
theorem card_doubleBonds_hexagon_le (K : Kekule G) (h : Hexagon G) :
    #(K.doubleBonds ∩ h.bonds) ≤ 3 := by
  have h1 := card_atoms_of_bonds K (K.doubleBonds ∩ h.bonds) Finset.inter_subset_left
  -- the atoms covered by these bonds all belong to the ring
  have h2 : #(univ.filter fun v => s(v, K.partner v) ∈ K.doubleBonds ∩ h.bonds)
      ≤ #(univ.image h.atom) := by
    apply Finset.card_le_card
    intro v hv
    have hb := (Finset.mem_inter.mp (Finset.mem_filter.mp hv).2).2
    obtain ⟨i, -, hi⟩ := Finset.mem_image.mp hb
    rcases Sym2.eq_iff.mp hi with hi | hi
    · exact Finset.mem_image.mpr ⟨i, Finset.mem_univ _, hi.1⟩
    · exact Finset.mem_image.mpr ⟨i + 1, Finset.mem_univ _, hi.2⟩
  have h3 : #(univ.image h.atom) ≤ 6 := by
    simpa using (Finset.card_image_le (s := univ) (f := h.atom))
  omega

/-- Three times the number of sextets is the sum, over all double bonds, of the number of
sextets that contain the bond. -/
theorem three_mul_card_sextets (K : Kekule G) (F : ι → Hexagon G) :
    3 * #(sextets K F) =
      ∑ e ∈ K.doubleBonds, #((sextets K F).filter fun i => e ∈ (F i).bonds) := by
  -- count pairs (double bond, sextet containing it) in two ways
  have h := Finset.sum_card_bipartiteAbove_eq_sum_card_bipartiteBelow
    (s := K.doubleBonds) (t := sextets K F) (fun e i => e ∈ (F i).bonds)
  simp only [Finset.bipartiteAbove, Finset.bipartiteBelow] at h
  rw [h]
  symm
  refine (Finset.sum_const_nat ?_).trans (mul_comm _ _)
  intro i hi
  rw [Finset.filter_mem_eq_inter]
  exact (Finset.mem_filter.mp hi).2

/-- Fries bound: if every bond lies in at most two of the hexagonal faces, the number of faces
with three double bonds is at most a third of the number of atoms, with equality exactly when
every double bond lies in two such faces. -/
theorem fries_bound (K : Kekule G) (F : ι → Hexagon G)
    (hF : ∀ e, #(univ.filter fun i => e ∈ (F i).bonds) ≤ 2) :
    3 * #(sextets K F) ≤ Fintype.card V ∧
      (3 * #(sextets K F) = Fintype.card V ↔
        ∀ e ∈ K.doubleBonds, #((sextets K F).filter fun i => e ∈ (F i).bonds) = 2) := by
  have hle : ∀ e ∈ K.doubleBonds,
      #((sextets K F).filter fun i => e ∈ (F i).bonds) ≤ 2 := fun e _ =>
    (Finset.card_le_card (Finset.filter_subset_filter _ (Finset.subset_univ _))).trans (hF e)
  -- two faces per double bond would give exactly the number of atoms
  have hs : ∑ _e ∈ K.doubleBonds, 2 = Fintype.card V := by
    rw [Finset.sum_const, smul_eq_mul, mul_comm]
    exact two_mul_card_doubleBonds K
  rw [three_mul_card_sextets K F, ← hs]
  exact ⟨Finset.sum_le_sum hle, Finset.sum_eq_sum_iff_of_le hle⟩

/-- If the number of sextets is a third of the number of atoms, then the number of atoms is
divisible by six. -/
theorem six_dvd_of_equality (K : Kekule G) (F : ι → Hexagon G)
    (h : 3 * #(sextets K F) = Fintype.card V) : 6 ∣ Fintype.card V := by
  have h2 := two_mul_card_doubleBonds K
  omega

/-- The partner table of the twelve-atom cage: it pairs atoms of different triangles. -/
def cagePartner : Fin 12 → Fin 12 := ![3, 6, 9, 0, 7, 10, 1, 4, 11, 2, 5, 8]

/-- The truncated tetrahedron: four triangles of atoms, joined in pairs by six bonds. -/
def cage : SimpleGraph (Fin 12) :=
  SimpleGraph.fromRel fun a b => a.val / 3 = b.val / 3 ∨ cagePartner a = b

/-- The Kekulé structure whose double bonds join the triangles of the cage. -/
def cageKekule : Kekule cage where
  partner := cagePartner
  invol := by decide
  bonded := by
    simp only [cage, SimpleGraph.fromRel_adj]
    decide

/-- The atoms of the four hexagons of the cage in cyclic order. -/
def cageRing : Fin 4 → Fin 6 → Fin 12 :=
  ![![0, 3, 4, 7, 6, 1], ![0, 3, 5, 10, 9, 2], ![1, 6, 8, 11, 9, 2], ![4, 7, 8, 11, 10, 5]]

/-- The four hexagonal faces of the cage. -/
def cageFaces (k : Fin 4) : Hexagon cage where
  atom := cageRing k
  inj := by
    intro i j
    revert k i j
    decide +kernel
  bonded := by
    simp only [cage, SimpleGraph.fromRel_adj]
    revert k
    decide +kernel

/-- In the truncated tetrahedron every bond lies in at most two hexagons, and the number of sextets
of the Kekulé structure `cageKekule` is exactly a third of the number of atoms. -/
theorem fries_bound_witness :
    (∀ e, #(univ.filter fun k => e ∈ (cageFaces k).bonds) ≤ 2) ∧
      3 * #(sextets cageKekule cageFaces) = Fintype.card (Fin 12) := by
  constructor
  · intro e
    induction e using Sym2.ind with
    | _ a b =>
      revert a b
      decide +kernel
  · decide +kernel

end FriesBound
```

```lean
#print axioms FriesBound.card_doubleBonds_hexagon_le
-- 'FriesBound.card_doubleBonds_hexagon_le' depends on axioms: [propext, Classical.choice, Quot.sound]
#print axioms FriesBound.fries_bound
-- 'FriesBound.fries_bound' depends on axioms: [propext, Classical.choice, Quot.sound]
#print axioms FriesBound.six_dvd_of_equality
-- 'FriesBound.six_dvd_of_equality' depends on axioms: [propext, Classical.choice, Quot.sound]
```

## How the proof follows the count

`card_atoms_of_bonds` is the first counting step. It sorts the covered atoms by their double bond with `Finset.card_eq_sum_card_fiberwise`, then shows that each group is the pair `w`, `K.partner w`. `Sym2.eq_iff` supplies the two cases \(v=w\) and \(v=p(w)\). Taking all double bonds gives `two_mul_card_doubleBonds`.

`card_doubleBonds_hexagon_le` applies the same lemma inside a ring and lets `omega` combine \(2|T|\le 6\) into \(|T|\le 3\). The main theorem does not need this maximum, since a sextet has exactly three double bonds by definition.

`three_mul_card_sextets` is the double count. The Mathlib lemma on bipartite sums exchanges the order of counting, and membership in `sextets` makes each face contribute three.

In `fries_bound`, `hle` is \(m(e)\le 2\): the sextets containing a bond are among all the faces containing it. `hs` writes \(n\) as a sum of twos over the double bonds. `Finset.sum_le_sum` then gives the bound, and `Finset.sum_eq_sum_iff_of_le` gives the equality condition by comparing terms. `six_dvd_of_equality` is the divisibility argument, left to `omega`; it does not use `hF`.

The last part builds the truncated tetrahedron, a cage of 12 atoms with four triangles and four hexagons. In the chosen Kekulé structure `cageKekule`, the six double bonds join different triangles. `fries_bound_witness` checks by finite computation, with `decide +kernel`, that each bond lies in at most two hexagons and that \(3h=12\). All four hexagons are therefore sextets, and by `fries_bound` each double bond lies in two of them.
